# Broadening exponentially suppresses the discretization error in the self-energy of an infinite ladder of equally spaced, equally coupled metal levels

Couple an adsorbate orbital with real strength $V$ to three metal levels at $-d$, $0$ and $d$, where $d>0$. At the complex energy $z=ih$, $h>0$, they contribute

$$V^2\left(\frac1{ih}+\frac1{ih-d}+\frac1{ih+d}\right)=-iV^2\left(\frac1h+\frac{2h}{h^2+d^2}\right).$$

The real parts of the outer levels cancel, and each level adds a Lorentzian to the imaginary part, with half-width $h$ at half maximum. With levels at all $kd$, $k$ an integer, the sum samples a Lorentzian at spacing $d$. Replacing it by an integral gives the continuum value $-i\pi V^2/d$. The problems below ask how far the discrete sum is from this value.

## The ladder and its self-energy

`levelSum V d z N` is the self-energy from the $2N+1$ levels with $|k|\le N$.

```lean
import Mathlib

open Complex Filter Topology
open scoped Real

namespace DiscretizedMetalContinuum

noncomputable section

/-- Self-energy at complex energy `z` from the `2N + 1` metal levels `k d`, `|k| ≤ N`, each coupled
with strength `V`; the domain is `z` different from all these levels. -/
def levelSum (V d : ℝ) (z : ℂ) (N : ℕ) : ℂ :=
  (V : ℂ) ^ 2 * ∑ k ∈ Finset.Icc (-(N : ℤ)) (N : ℤ), 1 / (z - (k : ℂ) * d)
```

`IsSelfEnergy V d z S` says that these symmetric sums converge to the complex number $S$ as $N\to\infty$.

```lean
/-- `S` is the symmetrically summed self-energy of the infinite ladder of levels: the limit of
the sums over `|k| ≤ N` as `N` grows. -/
def IsSelfEnergy (V d : ℝ) (z S : ℂ) : Prop :=
  Tendsto (levelSum V d z) atTop (𝓝 S)
```

Write $h=\operatorname{Im}z$ for the broadening, $x=z/d$, $w=e^{2\pi i x}$ (`phase`) and $q=e^{-2\pi h/d}$ (`damping`).

```lean
/-- The factor `exp (2 π i z / d)`, for level spacing `d ≠ 0`. -/
def phase (d : ℝ) (z : ℂ) : ℂ := Complex.exp (2 * π * I * (z / d))

/-- The damping factor `q = exp (-2 π h / d)` for broadening `h` and level spacing `d ≠ 0`. -/
def damping (d h : ℝ) : ℝ := Real.exp (-2 * π * h / d)
```

The constant $V$ and spacing $d$ describe a metal with a flat density of states $1/d$ and no band edges. For such a non-interacting, infinite bath, the results tell a simulation of an adsorbate on a metal how much broadening hides the level spacing. The error from keeping only finitely many levels is a separate matter, and no bound on it is given here.

## (a) Pairing opposite levels

**Task.** Show that the finite self-energy equals

$$\frac{V^2}{d}\left[\frac1x+\sum_{j=0}^{N-1}\left(\frac1{x-(j+1)}+\frac1{x+(j+1)}\right)\right].$$

**Solution.** Since $z-kd=d(x-k)$, each term is $\frac1d\,\frac1{x-k}$. The level $k=0$ gives $1/x$, and the levels $k=\pm(j+1)$ give the pair with index $j$.

In Lean, `term` is the factorisation, and induction on $N$ adds one shell of two levels at a time (`hI`). No condition on $z$ is needed, because Lean sets $1/0=0$ on both sides.

```lean
/-- Pairing the levels `k d` and `-k d` writes the finite self-energy, for spacing `d > 0`, as a
partial sum of the cotangent series in `z / d`, multiplied by `V² / d`. -/
theorem levelSum_eq_pairs {d : ℝ} (hd : 0 < d) (V : ℝ) (z : ℂ) (N : ℕ) :
    levelSum V d z N = (V : ℂ) ^ 2 / d * (1 / (z / d) +
      ∑ j ∈ Finset.range N, (1 / (z / d - (j + 1)) + 1 / (z / d + (j + 1)))) := by
  have hd' : (d : ℂ) ≠ 0 := by exact_mod_cast hd.ne'
  have term : ∀ k : ℂ, 1 / (z - k * d) = 1 / d * (1 / (z / d - k)) := by
    intro k
    have h : z - k * d = d * (z / d - k) := by field_simp
    rw [h]
    simp only [one_div, mul_inv]
  have key : ∑ k ∈ Finset.Icc (-(N : ℤ)) (N : ℤ), 1 / (z - (k : ℂ) * d) =
      1 / d * (1 / (z / d) +
        ∑ j ∈ Finset.range N, (1 / (z / d - (j + 1)) + 1 / (z / d + (j + 1)))) := by
    induction N with
    | zero => simpa using term 0
    | succ n ih =>
      -- the new shell consists of the two levels `±(n + 1) d`
      have hI : Finset.Icc (-((n + 1 : ℕ) : ℤ)) ((n + 1 : ℕ) : ℤ) =
          insert (-((n : ℤ) + 1)) (insert ((n : ℤ) + 1) (Finset.Icc (-(n : ℤ)) (n : ℤ))) := by
        ext k
        simp only [Finset.mem_insert, Finset.mem_Icc]
        omega
      rw [hI, Finset.sum_insert (by simp only [Finset.mem_insert, Finset.mem_Icc]; omega),
        Finset.sum_insert (by simp only [Finset.mem_Icc]; omega), ih, Finset.sum_range_succ,
        term, term]
      push_cast
      ring
  unfold levelSum
  rw [key]
  ring
```

## (b) The limit of the symmetric sums

**Task.** For $h>0$, show that the sums converge to

$$S=\frac{\pi V^2}{d}\cot(\pi x).$$

**Solution.** Euler's product is $\sin\pi x=\pi x\prod_{j\ge0}\bigl(1-x^2/(j+1)^2\bigr)$. It converges locally uniformly, so away from the integers its logarithmic derivative may be taken factor by factor:

$$\pi\cot\pi x=\frac1x+\sum_{j\ge0}\frac{2x}{x^2-(j+1)^2}.$$

Each summand is the pair from (a). As $\operatorname{Im}x=h/d>0$, $x$ is not an integer.

The last remark is `hx`. Mathlib supplies the series as `tendsto_logDeriv_euler_cot_sub`, and (a) carries it over to `levelSum`.

```lean
/-- For `d > 0` and `Im z > 0` the symmetric sums converge, with limit
`(π V² / d) cot (π z / d)`. -/
theorem isSelfEnergy_cot {d : ℝ} (hd : 0 < d) (V : ℝ) {z : ℂ} (hz : 0 < z.im) :
    IsSelfEnergy V d z (π * (V : ℂ) ^ 2 / d * Complex.cot (π * (z / d))) := by
  have hx : z / d ∈ Complex.integerComplement := by
    show ¬ ∃ n : ℤ, (n : ℂ) = z / d
    rintro ⟨n, hn⟩
    have h0 : (z / d).im = 0 := by rw [← hn]; simp
    rw [Complex.div_ofReal_im] at h0
    exact (div_pos hz hd).ne' h0
  have h2 := ((tendsto_logDeriv_euler_cot_sub hx).const_add (1 / (z / d))).const_mul
    ((V : ℂ) ^ 2 / d)
  have e : π * (V : ℂ) ^ 2 / d * Complex.cot (π * (z / d)) = (V : ℂ) ^ 2 / d *
      (1 / (z / d) + (π * Complex.cot (π * (z / d)) - 1 / (z / d))) := by ring
  unfold IsSelfEnergy
  rw [e]
  exact h2.congr fun N => (levelSum_eq_pairs hd V z N).symm
```

## (c) The modulus of the phase

**Task.** Show that $|w|=q$.

**Solution.** For every complex $u$, $|e^u|=e^{\operatorname{Re}u}$, and $\operatorname{Re}(2\pi iz/d)=-2\pi h/d$. The equation `e` isolates the real factor $2\pi/d$, so that this real part can be read off.

```lean
/-- The modulus of `exp (2 π i z / d)` is the damping factor at broadening `Im z`. -/
theorem norm_phase (d : ℝ) (z : ℂ) : ‖phase d z‖ = damping d z.im := by
  have e : 2 * π * I * (z / d) = ((2 * π / d : ℝ) : ℂ) * (I * z) := by
    push_cast
    ring
  unfold phase damping
  rw [Complex.norm_exp, e, Complex.re_ofReal_mul, Complex.I_mul_re]
  congr 1
  ring
```

## (d) Damping below one

**Task.** For $h>0$, show that $q<1$.

**Solution.** The exponent $-2\pi h/d$ is negative; `Real.exp_lt_one_iff` does the rest.

```lean
/-- For positive spacing and positive broadening the damping factor is below one. -/
theorem damping_lt_one {d h : ℝ} (hd : 0 < d) (hh : 0 < h) : damping d h < 1 :=
  Real.exp_lt_one_iff.mpr
    (div_neg_of_neg_of_pos (by nlinarith [mul_pos Real.pi_pos hh]) hd)
```

## (e) The exact error

**Task.** For $h>0$, show that

$$S+\frac{i\pi V^2}{d}=-\frac{2\pi iV^2}{d}\,\frac{w}{1-w}.$$

**Solution.** By (c) and (d), $w\ne1$. Writing the cotangent in exponentials gives

$$\cot\pi x=i\,\frac{e^{i\pi x}+e^{-i\pi x}}{e^{i\pi x}-e^{-i\pi x}}=-i\,\frac{1+w}{1-w}.$$

Hence

$$S+\frac{i\pi V^2}{d}=\frac{i\pi V^2}{d}\left(1-\frac{1+w}{1-w}\right)=\frac{i\pi V^2}{d}\,\frac{-2w}{1-w}.$$

The Lean theorem takes any $S$ satisfying `IsSelfEnergy`; `tendsto_nhds_unique` identifies it with the limit in (b). `hcot` and `hc` are the cotangent step, and the final `linear_combination` is the subtraction.

```lean
/-- Exact discretization error for `d > 0` and `Im z > 0`: if `S` is the symmetrically summed
self-energy of the infinite ladder at `z`, and `w = exp (2 π i z / d)`, then
`S + i π V² / d = -(2 π i V² / d) w / (1 - w)`. -/
theorem error_eq {V d : ℝ} (hd : 0 < d) {z S : ℂ} (hz : 0 < z.im)
    (hS : IsSelfEnergy V d z S) :
    S + I * π * (V : ℂ) ^ 2 / d =
      -(2 * π * I * (V : ℂ) ^ 2 / d) * (phase d z / (1 - phase d z)) := by
  have hw : 1 - phase d z ≠ 0 := by
    intro h
    have h1 := norm_phase d z
    rw [← sub_eq_zero.mp h, norm_one] at h1
    linarith [damping_lt_one hd hz]
  have hcot : Complex.cot (π * (z / d)) = (phase d z + 1) / (I * (1 - phase d z)) :=
    Complex.cot_pi_eq_exp_ratio _
  have hc : (phase d z + 1) / (I * (1 - phase d z)) =
      -I * (phase d z + 1) / (1 - phase d z) := by
    rw [div_eq_div_iff (mul_ne_zero I_ne_zero hw) hw]
    linear_combination (phase d z + 1) * (1 - phase d z) * I_sq
  have hr : (1 - phase d z) * (1 - phase d z)⁻¹ = 1 := mul_inv_cancel₀ hw
  rw [tendsto_nhds_unique hS (isSelfEnergy_cot hd V hz), hcot, hc]
  linear_combination (-(I * π * (V : ℂ) ^ 2 / d)) * hr
```

## (f) The size of the error

**Task.** For $h>0$, show that

$$\left|S+\frac{i\pi V^2}{d}\right|=\frac{2\pi V^2}{d}\,\frac{q}{|1-w|}.$$

**Solution.** Take moduli in (e), using $|w|=q$ and $|-i|=1$. The prefactor $2\pi V^2/d$ is real and non-negative.

```lean
/-- Size of the discretization error for `d > 0` and `Im z > 0`: with `w = exp (2 π i z / d)` and
`q` the damping factor, it is `(2 π V² / d) q / |1 - w|`. -/
theorem norm_error_eq {V d : ℝ} (hd : 0 < d) {z S : ℂ} (hz : 0 < z.im)
    (hS : IsSelfEnergy V d z S) :
    ‖S + I * π * (V : ℂ) ^ 2 / d‖ =
      2 * π * V ^ 2 / d * (damping d z.im / ‖1 - phase d z‖) := by
  have e : -(2 * π * I * (V : ℂ) ^ 2 / d) = ((2 * π * V ^ 2 / d : ℝ) : ℂ) * (-I) := by
    push_cast
    ring
  rw [error_eq hd hz hS, norm_mul, norm_div, norm_phase, e, norm_mul, norm_neg, norm_I,
    mul_one, Complex.norm_real, Real.norm_of_nonneg (by positivity)]
```

## (g) The upper bound

**Task.** For $h>0$, show that

$$\left|S+\frac{i\pi V^2}{d}\right|\le\frac{2\pi V^2}{d}\,\frac{q}{1-q}.$$

**Solution.** The triangle inequality gives $|1-w|\ge1-|w|=1-q>0$. Putting this smaller denominator into (f) gives the bound. In Lean the inequality is `h1`.

```lean
/-- Exponential accuracy of the discretized metal: for `d > 0` and broadening `h = Im z > 0`, the
self-energy differs from `-i π V² / d` by at most `(2 π V² / d) q / (1 - q)`,
`q = exp (-2 π h / d)`. -/
theorem discretization_error_le {V d : ℝ} (hd : 0 < d) {z S : ℂ} (hz : 0 < z.im)
    (hS : IsSelfEnergy V d z S) :
    ‖S + I * π * (V : ℂ) ^ 2 / d‖ ≤
      2 * π * V ^ 2 / d * (damping d z.im / (1 - damping d z.im)) := by
  have h1 : 1 - damping d z.im ≤ ‖1 - phase d z‖ := by
    have h := norm_sub_norm_le (1 : ℂ) (phase d z)
    rwa [norm_one, norm_phase] at h
  rw [norm_error_eq hd hz hS]
  exact mul_le_mul_of_nonneg_left (div_le_div_of_nonneg_left (Real.exp_pos _).le
    (sub_pos.mpr (damping_lt_one hd hz)) h1) (by positivity)
```

The condition $h>0$ can't be weakened to $h\ne0$. At $z=-id$ with $V\ne0$ the sums still converge, by complex conjugation of the case $z=id$. But now $q=e^{2\pi}>1$, so the right-hand side is negative and can't bound a modulus.

## (h) The lower bound

**Task.** For $h>0$, show that

$$\frac{2\pi V^2}{d}\,\frac{q}{1+q}\le\left|S+\frac{i\pi V^2}{d}\right|.$$

**Solution.** Now use $|1-w|\le1+|w|=1+q$ in (f); this is `h2`. For $V\ne0$, the two bounds together fix the exponential rate $e^{-2\pi h/d}$.

```lean
/-- For `d > 0` and `Im z > 0` the discretization error is at least `(2 π V² / d) q / (1 + q)`,
with `q` the damping factor. -/
theorem le_discretization_error {V d : ℝ} (hd : 0 < d) {z S : ℂ} (hz : 0 < z.im)
    (hS : IsSelfEnergy V d z S) :
    2 * π * V ^ 2 / d * (damping d z.im / (1 + damping d z.im)) ≤
      ‖S + I * π * (V : ℂ) ^ 2 / d‖ := by
  have h1 := norm_sub_norm_le (1 : ℂ) (phase d z)
  have h2 := norm_sub_le (1 : ℂ) (phase d z)
  rw [norm_one, norm_phase] at h1 h2
  rw [norm_error_eq hd hz hS]
  exact mul_le_mul_of_nonneg_left (div_le_div_of_nonneg_left (Real.exp_pos _).le
    (by linarith [damping_lt_one hd hz]) h2) (by positivity)
```

## (i) Energies on a level

**Task.** For $z=nd+ih$, with $n$ an integer and $h>0$, show that

$$\left|S+\frac{i\pi V^2}{d}\right|=\frac{2\pi V^2}{d}\,\frac{q}{1-q}.$$

**Solution.** Here $w=e^{2\pi in}e^{-2\pi h/d}=q$, so $|1-w|=1-q$ in (f). The step `hp` proves $w=q$.

```lean
/-- The upper bound is attained on resonance: at `z = n d + i h`, with `n` an integer, `d > 0` and
`h > 0`, the error equals `(2 π V² / d) q / (1 - q)`. -/
theorem error_on_level {V d h : ℝ} (hd : 0 < d) (hh : 0 < h) (n : ℤ) {S : ℂ}
    (hS : IsSelfEnergy V d ((n : ℂ) * d + h * I) S) :
    ‖S + I * π * (V : ℂ) ^ 2 / d‖ =
      2 * π * V ^ 2 / d * (damping d h / (1 - damping d h)) := by
  have him : ((n : ℂ) * d + h * I).im = h := by simp
  have hdd : (d : ℂ) * (d : ℂ)⁻¹ = 1 := mul_inv_cancel₀ (by exact_mod_cast hd.ne')
  -- on a level the phase factor is real and positive
  have hp : phase d ((n : ℂ) * d + h * I) = (damping d h : ℂ) := by
    have e : 2 * π * I * (((n : ℂ) * d + h * I) / d) =
        ((-2 * π * h / d : ℝ) : ℂ) + n * (2 * π * I) := by
      push_cast
      linear_combination 2 * π * I * n * hdd + 2 * π * h / d * I_sq
    unfold phase damping
    rw [e, Complex.exp_add, Complex.exp_int_mul_two_pi_mul_I, mul_one, Complex.ofReal_exp]
  have h1 : (1 : ℂ) - (damping d h : ℂ) = ((1 - damping d h : ℝ) : ℂ) := by simp
  rw [norm_error_eq hd (by rw [him]; exact hh) hS, him, hp, h1, Complex.norm_real,
    Real.norm_of_nonneg (sub_pos.mpr (damping_lt_one hd hh)).le]
```

For $V\neq0$, take $z=id$, so that $h=d$. Then $q=e^{-2\pi}\approx0.00187$, and the error relative to $\pi V^2/d$ is $2q/(1-q)\approx0.0037$. At $h=d/2$, $q=e^{-\pi}\approx0.0432$ and the relative error is about $0.090$.

## (j) Broadening for a given tolerance

**Task.** Let $\varepsilon>0$ and $h\ge\frac{d}{2\pi}\log(1+2/\varepsilon)$. Show that

$$\left|S+\frac{i\pi V^2}{d}\right|\le\varepsilon\,\frac{\pi V^2}{d}.$$

**Solution.** The logarithm is positive, so $h>0$. The condition on $h$ gives

$$q\le\frac1{1+2/\varepsilon}=\frac{\varepsilon}{\varepsilon+2}.$$

Therefore $2q\le\varepsilon(1-q)$, that is, $q/(1-q)\le\varepsilon/2$, and (g) finishes the argument. In Lean these two estimates are `hq` and `h5`. For $\varepsilon=0.01$, $h=0.85\,d$ is enough.

```lean
/-- Choice of broadening: for `d > 0` and `ε > 0`, if `Im z ≥ (d / 2π) log (1 + 2 / ε)`, then the
discretization error is at most `ε` times `π V² / d`. -/
theorem error_le_of_broadening {V d ε : ℝ} (hd : 0 < d) (hε : 0 < ε) {z S : ℂ}
    (hz : d / (2 * π) * Real.log (1 + 2 / ε) ≤ z.im) (hS : IsSelfEnergy V d z S) :
    ‖S + I * π * (V : ℂ) ^ 2 / d‖ ≤ ε * (π * V ^ 2 / d) := by
  have h2 : 0 < 2 / ε := by positivity
  have hL : 0 < Real.log (1 + 2 / ε) := Real.log_pos (by linarith)
  have hh : 0 < z.im := lt_of_lt_of_le (mul_pos (by positivity) hL) hz
  have h3 : Real.log (1 + 2 / ε) ≤ 2 * π * z.im / d := by
    rw [le_div_iff₀ hd]
    calc Real.log (1 + 2 / ε) * d
        = 2 * π * (d / (2 * π) * Real.log (1 + 2 / ε)) := by field_simp
      _ ≤ 2 * π * z.im := by gcongr
  have h4 : -2 * π * z.im / d = -(2 * π * z.im / d) := by ring
  -- the broadening makes the damping factor at most `ε / (ε + 2)`
  have hq : damping d z.im ≤ ε / (ε + 2) := by
    calc damping d z.im ≤ Real.exp (-Real.log (1 + 2 / ε)) :=
          Real.exp_le_exp.mpr (by linarith)
      _ = (1 + 2 / ε)⁻¹ := by rw [Real.exp_neg, Real.exp_log (by linarith)]
      _ = ε / (ε + 2) := by field_simp
  rw [le_div_iff₀ (by linarith)] at hq
  have h5 : damping d z.im / (1 - damping d z.im) ≤ ε / 2 := by
    rw [div_le_iff₀ (sub_pos.mpr (damping_lt_one hd hh))]
    linarith
  calc ‖S + I * π * (V : ℂ) ^ 2 / d‖
      ≤ 2 * π * V ^ 2 / d * (damping d z.im / (1 - damping d z.im)) :=
        discretization_error_le hd hh hS
    _ ≤ 2 * π * V ^ 2 / d * (ε / 2) := mul_le_mul_of_nonneg_left h5 (by positivity)
    _ = ε * (π * V ^ 2 / d) := by ring

end

end DiscretizedMetalContinuum
```

```lean
#print axioms DiscretizedMetalContinuum.discretization_error_le
-- 'DiscretizedMetalContinuum.discretization_error_le' depends on axioms: [propext, Classical.choice, Quot.sound]
#print axioms DiscretizedMetalContinuum.le_discretization_error
-- 'DiscretizedMetalContinuum.le_discretization_error' depends on axioms: [propext, Classical.choice, Quot.sound]
#print axioms DiscretizedMetalContinuum.error_on_level
-- 'DiscretizedMetalContinuum.error_on_level' depends on axioms: [propext, Classical.choice, Quot.sound]
#print axioms DiscretizedMetalContinuum.error_le_of_broadening
-- 'DiscretizedMetalContinuum.error_le_of_broadening' depends on axioms: [propext, Classical.choice, Quot.sound]
```
